# The square-root law for diffusive spectral densities at low frequency

Let $D>0$ be the relative diffusion constant of two spin-bearing molecules, $w$ an angular frequency and $k>0$ a wavenumber. All quantities are real numbers, with units left implicit.

```lean
import Mathlib

open MeasureTheory Set Filter Topology

noncomputable section

namespace DiffusiveRelaxation
```

A density mode of wavenumber $k$ decays as $e^{-Dk^2t}$. Its one-sided cosine transform is the Lorentzian

$$L_w(k)=\int_0^\infty e^{-Dk^2t}\cos(wt)\,dt=\frac{Dk^2}{(Dk^2)^2+w^2}.$$

A two-sided convention would double it.

```lean
/-- Lorentzian spectrum at frequency `w` of a diffusive mode of wavenumber `k`, with decay
rate `D * k ^ 2`; the domain is `D * k ^ 2 ≠ 0` or `w ≠ 0`. -/
def modeSpectrum (D w k : ℝ) : ℝ := D * k ^ 2 / ((D * k ^ 2) ^ 2 + w ^ 2)
```

The spectral density sums the modes in three dimensions, $J(w)=\int_0^\infty F(k)\,k^2L_w(k)\,dk$. The form factor $F$ stands for the dipolar coupling and the distribution of pair distances; it is given, not derived from a molecular model.

```lean
/-- Spectral density at frequency `w`: the mode spectra summed over wavenumbers with the
phase-space factor `k ^ 2` and the form factor `F`. -/
def spectralDensity (F : ℝ → ℝ) (D w : ℝ) : ℝ :=
  ∫ k in Ioi (0 : ℝ), F k * (k ^ 2 * modeSpectrum D w k)
```

The square-root law will have the coefficient $c_D=\pi/(2\sqrt2\,D^{3/2})$, multiplied by the long-wavelength value of $F$.

```lean
/-- Coefficient of the square-root law for diffusion constant `D > 0`. -/
def sqrtCoefficient (D : ℝ) : ℝ := Real.pi / (2 * √2 * D ^ (3 / 2 : ℝ))
```

The intermolecular dipolar contribution to the longitudinal relaxation rate of like spins is taken as $R(w)=K\,(J(w)+4J(2w))$, where $K$ collects the coupling constants. This form is assumed from relaxation theory, with the same $J$ at both frequencies.

```lean
/-- Relaxation rate with dipolar strength `K`, built from the spectral densities at the
Larmor frequency `w` and at twice that frequency. -/
def relaxationRate (K : ℝ) (F : ℝ → ℝ) (D w : ℝ) : ℝ :=
  K * (spectralDensity F D w + 4 * spectralDensity F D (2 * w))
```

## The integral of $1/(1+u^4)$

Write $p=u^2+\sqrt2u+1$ and $q=u^2-\sqrt2u+1$, so that $pq=1+u^4$. The proposed primitive is

$$Q(u)=\frac{\ln p-\ln q}{4\sqrt2}+\frac{\arctan(\sqrt2u+1)+\arctan(\sqrt2u-1)}{2\sqrt2}.$$

```lean
/-- A primitive of `1 / (1 + u ^ 4)`. -/
def quarticPrimitive (u : ℝ) : ℝ :=
  (Real.log (u ^ 2 + √2 * u + 1) - Real.log (u ^ 2 - √2 * u + 1)) / (4 * √2)
    + (Real.arctan (√2 * u + 1) + Real.arctan (√2 * u - 1)) / (2 * √2)
```

Both logarithms are defined, because $p$ and $q$ equal $(u\pm\tfrac{1}{\sqrt2})^2+\tfrac12$.

```lean
/-- The two quadratic factors of `1 + u ^ 4` are positive. -/
lemma factors_pos (u : ℝ) : 0 < u ^ 2 + √2 * u + 1 ∧ 0 < u ^ 2 - √2 * u + 1 := by
  have hs : √2 ^ 2 = (2 : ℝ) := Real.sq_sqrt (by norm_num)
  constructor
  · nlinarith [sq_nonneg (2 * u + √2)]
  · nlinarith [sq_nonneg (2 * u - √2)]
```

Since $1+(\sqrt2u+1)^2=2p$ and $1+(\sqrt2u-1)^2=2q$, differentiation gives

$$Q'(u)=\frac{1}{4\sqrt2}\left(\frac{2u+\sqrt2}{p}-\frac{2u-\sqrt2}{q}\right)+\frac14\left(\frac1p+\frac1q\right)=\frac1{pq}.$$

The last equality is `key` in the proof.

```lean
/-- The derivative of `quarticPrimitive` is `1 / (1 + u ^ 4)`. -/
lemma hasDerivAt_quarticPrimitive (u : ℝ) :
    HasDerivAt quarticPrimitive (1 / (1 + u ^ 4)) u := by
  have hs : √2 ^ 2 = (2 : ℝ) := Real.sq_sqrt (by norm_num)
  have hs0 : √2 ≠ (0 : ℝ) := by positivity
  obtain ⟨hp, hq⟩ := factors_pos u
  have hl : HasDerivAt (fun x : ℝ => √2 * x) √2 u :=
    ((hasDerivAt_id' u).const_mul √2).congr_deriv (by ring)
  have h2 : HasDerivAt (fun x : ℝ => x ^ 2) (2 * u) u :=
    (hasDerivAt_pow 2 u).congr_deriv (by norm_num)
  have h := ((((h2.fun_add hl).add_const 1).log hp.ne').fun_sub
    (((h2.fun_sub hl).add_const 1).log hq.ne')).div_const (4 * √2)
  have h' := ((hl.add_const 1).arctan.fun_add (hl.sub_const 1).arctan).div_const (2 * √2)
  refine (h.fun_add h').congr_deriv ?_
  -- partial fractions
  have key : ∀ s p q : ℝ, s ≠ 0 → p ≠ 0 → q ≠ 0 → p = u ^ 2 + s * u + 1 →
      q = u ^ 2 - s * u + 1 → ((2 * u + s) / p - (2 * u - s) / q) / (4 * s)
        + (1 / (2 * p) * s + 1 / (2 * q) * s) / (2 * s) = 1 / (p * q) := by
    intro s p q h0 h1 h2 hp hq
    field_simp
    rw [hp, hq]
    ring
  rw [show 1 + (√2 * u + 1) ^ 2 = 2 * (u ^ 2 + √2 * u + 1) by linear_combination u ^ 2 * hs,
    show 1 + (√2 * u - 1) ^ 2 = 2 * (u ^ 2 - √2 * u + 1) by linear_combination u ^ 2 * hs,
    show 1 + u ^ 4 = (u ^ 2 + √2 * u + 1) * (u ^ 2 - √2 * u + 1) by
      linear_combination u ^ 2 * hs]
  exact key _ _ _ hs0 hp.ne' hq.ne' rfl rfl
```

As $u\to\infty$, $p/q\to1$ and the logarithms cancel, while each arctangent tends to $\pi/2$. Hence $Q\to\pi/(2\sqrt2)$. The proof treats the logarithms as a function of $1/u$, continuous at zero.

```lean
/-- `quarticPrimitive` tends to `π / (2 √2)` at infinity. -/
lemma tendsto_quarticPrimitive :
    Tendsto quarticPrimitive atTop (𝓝 (Real.pi / (2 * √2))) := by
  have hs : (0 : ℝ) < √2 := by positivity
  -- the logarithms cancel at infinity, seen in the variable 1/u
  have c1 : ContinuousAt (fun t : ℝ => Real.log (t ^ 2 + √2 * t + 1)) 0 :=
    ContinuousAt.log (f := fun t : ℝ => t ^ 2 + √2 * t + 1) (by fun_prop)
      (factors_pos 0).1.ne'
  have c2 : ContinuousAt (fun t : ℝ => Real.log (t ^ 2 - √2 * t + 1)) 0 :=
    ContinuousAt.log (f := fun t : ℝ => t ^ 2 - √2 * t + 1) (by fun_prop)
      (factors_pos 0).2.ne'
  have hc : ContinuousAt (fun t : ℝ =>
      Real.log (t ^ 2 + √2 * t + 1) - Real.log (t ^ 2 - √2 * t + 1)) 0 := c1.sub c2
  have hlog : Tendsto (fun u : ℝ =>
      Real.log (u ^ 2 + √2 * u + 1) - Real.log (u ^ 2 - √2 * u + 1)) atTop (𝓝 0) := by
    have h := hc.tendsto.comp tendsto_inv_atTop_zero
    simp only [mul_zero, add_zero, sub_self, ne_eq, OfNat.ofNat_ne_zero,
      not_false_eq_true, zero_pow] at h
    refine h.congr' ?_
    filter_upwards [eventually_gt_atTop 0] with u hu
    have e1 : u ^ 2 + √2 * u + 1 = u ^ 2 * (u⁻¹ ^ 2 + √2 * u⁻¹ + 1) := by
      field_simp
      ring
    have e2 : u ^ 2 - √2 * u + 1 = u ^ 2 * (u⁻¹ ^ 2 - √2 * u⁻¹ + 1) := by
      field_simp
      ring
    have hu2 : u ^ 2 ≠ 0 := by positivity
    rw [e1, e2, Real.log_mul hu2 (factors_pos u⁻¹).1.ne',
      Real.log_mul hu2 (factors_pos u⁻¹).2.ne']
    simp only [Function.comp_apply]
    ring
  have hat : ∀ c : ℝ, Tendsto (fun u : ℝ => Real.arctan (√2 * u + c)) atTop
      (𝓝 (Real.pi / 2)) := fun c =>
    (Real.tendsto_arctan_atTop.mono_right nhdsWithin_le_nhds).comp
      (tendsto_atTop_add_const_right atTop c (tendsto_id.const_mul_atTop hs))
  have h := (hlog.div_const (4 * √2)).add (((hat 1).add (hat (-1))).div_const (2 * √2))
  rw [show Real.pi / (2 * √2) = 0 / (4 * √2) + (Real.pi / 2 + Real.pi / 2) / (2 * √2) by ring]
  refine h.congr fun u => ?_
  simp only [quarticPrimitive, sub_eq_add_neg]
```

Also $Q(0)=0$, because $\arctan1+\arctan(-1)=0$. The integrand is positive, so the finite limit of $Q$ yields integrability as well as the value $\pi/(2\sqrt2)$.

```lean
/-- The function `1 / (1 + u ^ 4)` is integrable on `u > 0`, with integral `π / (2 √2)`. -/
theorem quartic_integral : IntegrableOn (fun u : ℝ => 1 / (1 + u ^ 4)) (Ioi 0) ∧
    ∫ u in Ioi (0 : ℝ), 1 / (1 + u ^ 4) = Real.pi / (2 * √2) := by
  have hd : ∀ x ∈ Ici (0 : ℝ), HasDerivAt quarticPrimitive (1 / (1 + x ^ 4)) x :=
    fun x _ => hasDerivAt_quarticPrimitive x
  have hn : ∀ x ∈ Ioi (0 : ℝ), 0 ≤ 1 / (1 + x ^ 4) := fun x _ => by positivity
  refine ⟨integrableOn_Ioi_deriv_of_nonneg' hd hn tendsto_quarticPrimitive, ?_⟩
  rw [integral_Ioi_of_hasDerivAt_of_nonneg' hd hn tendsto_quarticPrimitive]
  simp [quarticPrimitive, Real.arctan_neg]
```

## Rescaling the wavenumber

Set $s=\sqrt{w/D}$ and $k=su$, with $w>0$. Then $D^2k^4=w^2u^4$, and

$$\frac1D-\frac{Dk^4}{D^2k^4+w^2}=\frac{w^2}{D(D^2k^4+w^2)}=\frac{1}{D(1+u^4)}.$$

With $dk=s\,du$, the weighted integral becomes $\frac sD\int_0^\infty \frac{F(su)}{1+u^4}\,du$.

```lean
/-- Measuring wavenumbers in units of `√(w / D)` takes the frequency out of the diffusive
kernel and leaves it in the form factor and a prefactor. -/
theorem deficit_scaling (F : ℝ → ℝ) {D w : ℝ} (hD : 0 < D) (hw : 0 < w) :
    ∫ k in Ioi (0 : ℝ), F k * (1 / D - D * k ^ 4 / (D ^ 2 * k ^ 4 + w ^ 2))
      = √(w / D) / D * ∫ u in Ioi (0 : ℝ), F (√(w / D) * u) * (1 / (1 + u ^ 4)) := by
  have hs : 0 < √(w / D) := Real.sqrt_pos.mpr (div_pos hw hD)
  have hws : D * √(w / D) ^ 2 = w := by
    rw [Real.sq_sqrt (div_pos hw hD).le, mul_div_cancel₀ _ hD.ne']
  generalize √(w / D) = s at hs hws ⊢
  have e : ∀ u : ℝ, F (s * u) * (1 / D - D * (s * u) ^ 4 / (D ^ 2 * (s * u) ^ 4 + w ^ 2))
      = D⁻¹ * (F (s * u) * (1 / (1 + u ^ 4))) := by
    intro u
    have hu : 1 + u ^ 4 ≠ 0 := by positivity
    have key : 1 / D - D * (s * u) ^ 4 / (D ^ 2 * (s * u) ^ 4 + w ^ 2)
        = D⁻¹ * (1 / (1 + u ^ 4)) := by
      rw [show D ^ 2 * (s * u) ^ 4 + w ^ 2 = D ^ 2 * s ^ 4 * (1 + u ^ 4) by
        linear_combination (-(w + D * s ^ 2)) * hws]
      field_simp
      ring
    rw [key]
    ring
  have h := integral_comp_mul_left_Ioi
    (fun k => F k * (1 / D - D * k ^ 4 / (D ^ 2 * k ^ 4 + w ^ 2))) 0 hs
  simp only [mul_zero, smul_eq_mul, e] at h
  rw [integral_const_mul] at h
  rw [(inv_mul_eq_iff_eq_mul₀ hs.ne').mp h.symm]
  ring
```

The prefactor will need $D^{3/2}=D\sqrt D$.

```lean
/-- The power `3/2` as a product. -/
lemma rpow_three_halves {D : ℝ} (hD : 0 < D) : D ^ (3 / 2 : ℝ) = D * √D := by
  rw [show (3 / 2 : ℝ) = 1 + 1 / 2 by norm_num, Real.rpow_add hD, Real.rpow_one,
    ← Real.sqrt_eq_rpow]
```

For $F=1$ the integral is exactly $\frac{1}{D}\sqrt{\frac wD}\,\frac{\pi}{2\sqrt2}=\frac{\pi\sqrt w}{2\sqrt2\,D^{3/2}}$, at every $w>0$. This concerns the difference of kernels: with $F=1$ each spectral density would diverge separately at large $k$.

```lean
/-- The difference between the zero-frequency and finite-frequency diffusive kernels,
integrated over all wavenumbers, is proportional to `√w`. -/
theorem diffusive_deficit {D w : ℝ} (hD : 0 < D) (hw : 0 < w) :
    ∫ k in Ioi (0 : ℝ), (1 / D - D * k ^ 4 / (D ^ 2 * k ^ 4 + w ^ 2))
      = Real.pi * √w / (2 * √2 * D ^ (3 / 2 : ℝ)) := by
  have h := deficit_scaling (fun _ => 1) hD hw
  simp only [one_mul] at h
  rw [h, quartic_integral.2, Real.sqrt_div hw.le, rpow_three_halves hD]
  ring
```

## From kernels to spectral densities

An integrable $F$ removes that divergence. Since $0\le k^2L_w(k)\le 1/D$, the integrand of $J$ is bounded by $|F(k)|/D$.

```lean
/-- For an integrable form factor the integrand of the spectral density is integrable. -/
lemma integrable_density {F : ℝ → ℝ} {D : ℝ} (hD : 0 < D) (hF : IntegrableOn F (Ioi 0))
    (w : ℝ) : IntegrableOn (fun k => F k * (k ^ 2 * modeSpectrum D w k)) (Ioi 0) := by
  have hm : Measurable (fun k : ℝ => k ^ 2 * modeSpectrum D w k) := by
    unfold modeSpectrum
    fun_prop
  refine Integrable.mono' (hF.norm.mul_const (1 / D))
    (hF.aestronglyMeasurable.mul hm.aestronglyMeasurable) (Eventually.of_forall fun k => ?_)
  have h0 : 0 ≤ k ^ 2 * modeSpectrum D w k := by
    unfold modeSpectrum
    positivity
  rw [norm_mul, Real.norm_of_nonneg h0]
  refine mul_le_mul_of_nonneg_left ?_ (norm_nonneg _)
  rw [le_div_iff₀ hD]
  calc k ^ 2 * modeSpectrum D w k * D
      = (D * k ^ 2) ^ 2 / ((D * k ^ 2) ^ 2 + w ^ 2) := by
        unfold modeSpectrum
        ring
    _ ≤ 1 := div_le_one_of_le₀ (by linarith [sq_nonneg w]) (by positivity)
```

The two integrals may then be subtracted under one integral sign. For $k>0$, $k^2L_0(k)=1/D$, so $J(0)-J(w)$ is the weighted integral already rescaled.

```lean
/-- The drop of the spectral density from its zero-frequency value is the diffusive deficit
weighted by the form factor. -/
theorem density_drop {F : ℝ → ℝ} {D : ℝ} (hD : 0 < D) (hF : IntegrableOn F (Ioi 0))
    (w : ℝ) : spectralDensity F D 0 - spectralDensity F D w
      = ∫ k in Ioi (0 : ℝ), F k * (1 / D - D * k ^ 4 / (D ^ 2 * k ^ 4 + w ^ 2)) := by
  unfold spectralDensity
  rw [← integral_sub (integrable_density hD hF 0) (integrable_density hD hF w)]
  refine setIntegral_congr_fun measurableSet_Ioi fun k hk => ?_
  have hk0 : k ≠ 0 := ne_of_gt hk
  have h1 : k ^ 2 * modeSpectrum D 0 k = 1 / D := by
    unfold modeSpectrum
    rw [zero_pow two_ne_zero, add_zero]
    field_simp
  have h2 : k ^ 2 * modeSpectrum D w k = D * k ^ 4 / (D ^ 2 * k ^ 4 + w ^ 2) := by
    unfold modeSpectrum
    ring
  simp only [h1, h2]
  ring
```

Suppose in addition that $|F(k)|\le C$ for $k>0$ and $F(k)\to F_0$ as $k\to0^+$. Then

$$\frac{J(0)-J(w)}{\sqrt w}=\frac1{D^{3/2}}\int_0^\infty\frac{F(su)}{1+u^4}\,du\;\longrightarrow\;F_0\,c_D\qquad(w\to0^+).$$

In Lean, `𝓝[>] 0` expresses the approach from positive values. The theorem gives the limit but no error bound at finite $w$; if $F_0=0$, it says only that the drop is smaller than order $\sqrt w$.

```lean
/-- Universal square-root law: as `w → 0⁺` the drop of the spectral density divided by `√w`
tends to a limit fixed by `D` and the long-wavelength value `F₀` of the form factor. -/
theorem universal_sqrt_law {F : ℝ → ℝ} {D C F₀ : ℝ} (hD : 0 < D)
    (hF : IntegrableOn F (Ioi 0)) (hC : ∀ k, 0 < k → |F k| ≤ C)
    (h0 : Tendsto F (𝓝[>] 0) (𝓝 F₀)) :
    Tendsto (fun w => (spectralDensity F D 0 - spectralDensity F D w) / √w)
      (𝓝[>] 0) (𝓝 (F₀ * sqrtCoefficient D)) := by
  -- dominated convergence in the rescaled wavenumber
  have hI : Tendsto (fun s : ℝ => ∫ u in Ioi (0 : ℝ), F (s * u) * (1 / (1 + u ^ 4)))
      (𝓝[>] 0) (𝓝 (∫ u in Ioi (0 : ℝ), F₀ * (1 / (1 + u ^ 4)))) := by
    refine tendsto_integral_filter_of_dominated_convergence
      (fun u => C * (1 / (1 + u ^ 4))) ?_ ?_ (quartic_integral.1.const_mul C) ?_
    · filter_upwards [self_mem_nhdsWithin] with s hs
      have h : IntegrableOn (fun u => F (s * u)) (Ioi 0) :=
        (integrableOn_Ioi_comp_mul_left_iff F 0 hs).mpr (by rwa [mul_zero])
      exact h.aestronglyMeasurable.mul quartic_integral.1.aestronglyMeasurable
    · filter_upwards [self_mem_nhdsWithin] with s hs
      filter_upwards [ae_restrict_mem measurableSet_Ioi] with u hu
      have hn : 0 ≤ 1 / (1 + u ^ 4) := by positivity
      rw [norm_mul, Real.norm_of_nonneg hn]
      exact mul_le_mul_of_nonneg_right (hC _ (mul_pos hs hu)) hn
    · filter_upwards [ae_restrict_mem measurableSet_Ioi] with u hu
      have hl : Tendsto (fun s : ℝ => s * u) (𝓝 0) (𝓝 0) :=
        Continuous.tendsto' (by fun_prop) _ _ (by simp)
      refine (h0.comp (tendsto_nhdsWithin_iff.mpr
        ⟨hl.mono_left nhdsWithin_le_nhds, ?_⟩)).mul_const _
      filter_upwards [self_mem_nhdsWithin] with s hs
      exact mem_Ioi.mpr (mul_pos (mem_Ioi.mp hs) (mem_Ioi.mp hu))
  rw [integral_const_mul, quartic_integral.2] at hI
  have hs : Tendsto (fun w : ℝ => √(w / D)) (𝓝[>] 0) (𝓝[>] 0) := by
    have hl : Tendsto (fun w : ℝ => √(w / D)) (𝓝 0) (𝓝 0) :=
      Continuous.tendsto' (by fun_prop) _ _ (by simp)
    refine tendsto_nhdsWithin_iff.mpr ⟨hl.mono_left nhdsWithin_le_nhds, ?_⟩
    filter_upwards [self_mem_nhdsWithin] with w hw
    exact Real.sqrt_pos.mpr (div_pos hw hD)
  have hc : F₀ * sqrtCoefficient D = F₀ * (Real.pi / (2 * √2)) * (1 / (D * √D)) := by
    rw [sqrtCoefficient, rpow_three_halves hD]
    ring
  rw [hc]
  refine ((hI.comp hs).mul_const (1 / (D * √D))).congr' ?_
  filter_upwards [self_mem_nhdsWithin] with w hw
  have hw' : 0 < w := hw
  have hsw : 0 < √w := Real.sqrt_pos.mpr hw'
  have hsD : 0 < √D := Real.sqrt_pos.mpr hD
  simp only [Function.comp_apply]
  rw [density_drop hD hF, deficit_scaling F hD hw']
  generalize (∫ u in Ioi (0 : ℝ), F (√(w / D) * u) * (1 / (1 + u ^ 4))) = I
  rw [Real.sqrt_div hw'.le]
  field_simp
```

The limit turns on `tendsto_integral_filter_of_dominated_convergence`, which is dominated convergence along a filter, here $s\to0^+$. It asks for measurability, pointwise convergence and an integrable bound independent of $s$; the bound is $C/(1+u^4)$. The rescaling is essential to this argument: in the variable $k$, the integrand divided by $\sqrt w$ tends to zero at each fixed $k$, while for $F_0\ne0$ its weight gathers near $k\sim\sqrt{w/D}$.

## The relaxation rate and a Gaussian example

At the doubled frequency, $\sqrt{2w}=\sqrt2\sqrt w$, so

$$\frac{R(0)-R(w)}{\sqrt w}\to K(1+4\sqrt2)\,F_0\,c_D.$$

Within this isotropic diffusion model, the limiting slope of the rate against $\sqrt w$ as $w\to0^+$ therefore determines $D$ when $K$ and $F_0$ are known and nonzero.

```lean
/-- As `w → 0⁺` the difference between the zero-frequency relaxation rate and the rate at `w`,
divided by `√w`, tends to `K * (1 + 4 * √2)` times `F₀ * sqrtCoefficient D`. -/
theorem relaxationRate_sqrt_law (K : ℝ) {F : ℝ → ℝ} {D C F₀ : ℝ} (hD : 0 < D)
    (hF : IntegrableOn F (Ioi 0)) (hC : ∀ k, 0 < k → |F k| ≤ C)
    (h0 : Tendsto F (𝓝[>] 0) (𝓝 F₀)) :
    Tendsto (fun w => (relaxationRate K F D 0 - relaxationRate K F D w) / √w)
      (𝓝[>] 0) (𝓝 (K * (1 + 4 * √2) * (F₀ * sqrtCoefficient D))) := by
  have h := universal_sqrt_law hD hF hC h0
  have h2 : Tendsto (fun w : ℝ => 2 * w) (𝓝[>] 0) (𝓝[>] 0) := by
    have hl : Tendsto (fun w : ℝ => 2 * w) (𝓝 0) (𝓝 0) :=
      Continuous.tendsto' (by fun_prop) _ _ (by simp)
    refine tendsto_nhdsWithin_iff.mpr ⟨hl.mono_left nhdsWithin_le_nhds, ?_⟩
    filter_upwards [self_mem_nhdsWithin] with w hw
    exact mem_Ioi.mpr (mul_pos two_pos (mem_Ioi.mp hw))
  have hsum := (h.add ((h.comp h2).const_mul (4 * √2))).const_mul K
  rw [show K * (1 + 4 * √2) * (F₀ * sqrtCoefficient D)
    = K * (F₀ * sqrtCoefficient D + 4 * √2 * (F₀ * sqrtCoefficient D)) by ring]
  refine hsum.congr' ?_
  filter_upwards [self_mem_nhdsWithin] with w hw
  have hsw : 0 < √w := Real.sqrt_pos.mpr hw
  have hs2 : (0 : ℝ) < √2 := by positivity
  have e : ∀ a : ℝ, 4 * √2 * (a / (√2 * √w)) = 4 * (a / √w) := by
    intro a
    field_simp
  simp only [Function.comp_apply, relaxationRate, mul_zero]
  rw [Real.sqrt_mul (by norm_num : (0 : ℝ) ≤ 2), e]
  ring
```

The form factor $F(k)=e^{-ak^2}$ with $a>0$ is integrable, bounded by $1$ and tends to $F_0=1$. Its limiting coefficient is $c_D$, independent of the width parameter $a$.

```lean
/-- For the Gaussian form factor `exp (-a * k ^ 2)` the limiting square-root coefficient is
`sqrtCoefficient D`, whatever the parameter `a > 0`. -/
theorem gaussian_sqrt_law_witness {D a : ℝ} (hD : 0 < D) (ha : 0 < a) :
    Tendsto (fun w => (spectralDensity (fun k => Real.exp (-a * k ^ 2)) D 0
      - spectralDensity (fun k => Real.exp (-a * k ^ 2)) D w) / √w)
      (𝓝[>] 0) (𝓝 (sqrtCoefficient D)) := by
  have hl : Tendsto (fun k : ℝ => Real.exp (-a * k ^ 2)) (𝓝 0) (𝓝 1) :=
    Continuous.tendsto' (by fun_prop) _ _ (by simp)
  have h := universal_sqrt_law (C := 1) hD (integrable_exp_neg_mul_sq ha).integrableOn
    (fun k _ => by
      rw [abs_of_pos (Real.exp_pos _)]
      exact Real.exp_le_one_iff.mpr (by nlinarith [mul_nonneg ha.le (sq_nonneg k)]))
    (hl.mono_left nhdsWithin_le_nhds)
  rwa [one_mul] at h

end DiffusiveRelaxation
```

```lean
#print axioms DiffusiveRelaxation.diffusive_deficit
#print axioms DiffusiveRelaxation.universal_sqrt_law
#print axioms DiffusiveRelaxation.relaxationRate_sqrt_law
```

```
'DiffusiveRelaxation.diffusive_deficit' depends on axioms: [propext, Classical.choice, Quot.sound]
'DiffusiveRelaxation.universal_sqrt_law' depends on axioms: [propext, Classical.choice, Quot.sound]
'DiffusiveRelaxation.relaxationRate_sqrt_law' depends on axioms: [propext, Classical.choice, Quot.sound]
```
